# Velocity rescaling along a nonzero coupling vector can supply an energy gap exactly when the kinetic energy along that vector covers it

## Can the energy test for a surface hop be made rigorous?

I want to treat a surface hop as an instant event: the nuclei stay where they are, the electronic energy jumps by a fixed amount $D$, and the velocities respond by a single kick along a given nonzero coupling vector $d$. With positive masses $m_k$ and velocities $v_k$, the kick is $v_k \to v_k + x\,d_k/m_k$ for one real number $x$.

Put $A=\sum_k d_k^2/m_k$ and $B=\sum_k v_k d_k$. The claim I know is that some $x$ lowers the kinetic energy by exactly $D$ if and only if $B^2\ge 2AD$. When the hop is refused, the choice $x=-2B/A$ is said to keep the kinetic energy and reverse $B$. The algebra is short, but I'd like to see it with every hypothesis explicit and the proof checked by machine. Can this be done in Lean, and what exactly does the result say?

## The hop as a quadratic equation for one kick

Yes. Since the kick is described by one real number $x$, the question of whether a hop can conserve energy becomes a question about real roots of a quadratic. The gap $D$ is the new electronic energy minus the old one, both taken at the same nuclear positions. It is positive for an upward hop and negative for a downward one. Total energy is conserved when the kinetic energy falls by $D$.

Let $k$ run over the nuclear degrees of freedom, and let

$$T=\sum_k \tfrac12 m_k v_k^2$$

be the kinetic energy before the kick. After the kick it is

$$T(x)=\sum_k \tfrac12 m_k\left(v_k+\frac{x\,d_k}{m_k}\right)^2
=\sum_k\left(\tfrac12 m_k v_k^2+x\,v_kd_k+\frac{x^2}{2}\frac{d_k^2}{m_k}\right),$$

so that

$$T(x)=T+xB+\tfrac12x^2A .$$

The projection of the velocity on the coupling vector changes as well:

$$B(x)=\sum_k\left(v_k+\frac{x\,d_k}{m_k}\right)d_k=B+xA .$$

All masses are positive, so every term of $A$ is non-negative. At least one $d_k$ is nonzero, so at least one term is strictly positive. Hence $A>0$.

The energy condition $T(x)=T-D$ reads

$$\tfrac12x^2A+xB+D=0 .$$

Multiplying by $2A$, which is allowed in both directions because $A\neq0$, and completing the square gives

$$(B+xA)^2=B^2-2AD .$$

The left side is the square of a real number. If a suitable $x$ exists, the right side is therefore non-negative, which means $B^2\ge 2AD$. Conversely, if this inequality holds, the square root is real and the solutions are

$$x=\frac{-B\pm\sqrt{B^2-2AD}}{A}.$$

The two roots coincide when $B^2=2AD$.

Written as $D\le B^2/(2A)$, the condition has a direct meaning. In mass-weighted coordinates, $B^2/(2A)$ is the kinetic energy of the motion along the coupling vector. Only this part can pay for the hop, however much energy the other directions hold. A downward hop, or one with zero gap, always passes the test.

For the reversal, set $D=0$. The energy condition factorises as

$$\tfrac12x\,(xA+2B)=0,$$

so the kinetic energy is conserved only for $x=0$ and $x=-2B/A$. The second kick gives $B(x)=B-2B=-B$. If $B=0$, both kicks are zero and no velocity changes.

## What the Lean theorems say

The type `ι` is any finite index type. One index stands for one Cartesian component of one nucleus, so a nucleus in three dimensions takes three indices with the same mass. The functions `m`, `v` and `d`, all of type `ι → ℝ`, hold the masses, velocities and coupling components. The four definitions translate the symbols above:

- `kineticEnergy m v` is $T$.
- `couplingNorm m d` is $A$. Despite its name, it is a mass-weighted square and not the length of $d$.
- `couplingRate v d` is $B$.
- `rescale m d v x` is the list of velocities after the kick. Each momentum changes by $x\,d_k$.

The hypothesis `hm` says that every mass is positive. The hypothesis `hd : d ≠ 0` says that the two electronic states are coupled along at least one nuclear direction, so that there is a direction to kick in. It also ensures that there is at least one degree of freedom.

The main theorem, `hop_allowed_iff_and_reversal`, has three parts. The first says that a kick lowering the kinetic energy by exactly `D` exists if and only if $2AD\le B^2$. The second and third say that the kick $-2B/A$ leaves the kinetic energy unchanged and turns $B$ into $-B$. These last two parts hold for every real `D`, whether or not the hop is allowed.

Two further theorems complete the picture. `energy_balance_solutions` shows that, when the inequality holds, the two roots given above are exactly the kicks that meet the energy condition. `kineticEnergy_conserved_iff` shows that no kick along `d` conserves the kinetic energy except $x=0$ and $x=-2B/A$.

The model has classical nuclei, real coupling components and a gap supplied as a number. It contains no electronic Hamiltonian from which `D` or `d` would be computed, no hopping probability and no time evolution. It also doesn't say which of the two roots a simulation should take. The reversal concerns the projection $B$ only: with a single degree of freedom it reverses the velocity itself, but in general the motion that is perpendicular to the coupling vector in mass-weighted coordinates is left alone.

```lean
import Mathlib

open Finset

namespace SurfaceHoppingRescaling

noncomputable section

variable {ι : Type*} [Fintype ι]

/-- Kinetic energy of nuclei with masses `m` and velocities `v`. -/
def kineticEnergy (m v : ι → ℝ) : ℝ := ∑ k, m k * v k ^ 2 / 2

/-- The mass-weighted square `A = ∑ d_k² / m_k` of the coupling vector. -/
def couplingNorm (m d : ι → ℝ) : ℝ := ∑ k, d k ^ 2 / m k

/-- The projection `B = ∑ v_k d_k` of the velocity on the coupling vector. -/
def couplingRate (v d : ι → ℝ) : ℝ := ∑ k, v k * d k

/-- Velocities after a momentum kick `x d` along the coupling vector. -/
def rescale (m d v : ι → ℝ) (x : ℝ) : ι → ℝ := fun k => v k + x * d k / m k

/-- A kick of size `x` changes the kinetic energy by `x B + x² A / 2`. -/
theorem kineticEnergy_rescale {m : ι → ℝ} (hm : ∀ k, 0 < m k) (d v : ι → ℝ) (x : ℝ) :
    kineticEnergy m (rescale m d v x) =
      kineticEnergy m v + x * couplingRate v d + x ^ 2 / 2 * couplingNorm m d := by
  simp only [kineticEnergy, rescale, couplingRate, couplingNorm, Finset.mul_sum,
    ← Finset.sum_add_distrib]
  refine Finset.sum_congr rfl fun k _ => ?_
  have hk : m k ≠ 0 := (hm k).ne'
  field_simp
  ring

/-- A kick of size `x` shifts the projection `B` by `x A`. -/
theorem couplingRate_rescale (m d v : ι → ℝ) (x : ℝ) :
    couplingRate (rescale m d v x) d = couplingRate v d + x * couplingNorm m d := by
  simp only [rescale, couplingRate, couplingNorm, Finset.mul_sum,
    ← Finset.sum_add_distrib]
  refine Finset.sum_congr rfl fun k _ => ?_
  ring

/-- For positive masses and a nonzero coupling vector, `A` is positive. -/
theorem couplingNorm_pos {m d : ι → ℝ} (hm : ∀ k, 0 < m k) (hd : d ≠ 0) :
    0 < couplingNorm m d := by
  obtain ⟨k, hk⟩ := Function.ne_iff.mp hd
  have hk' : d k ≠ 0 := hk
  exact Finset.sum_pos' (fun j _ => div_nonneg (sq_nonneg _) (hm j).le)
    ⟨k, Finset.mem_univ k, div_pos (by positivity) (hm k)⟩

/-- The kick lowers the kinetic energy by `D` exactly when the new projection
`B + x A` has square `B² - 2 A D`. -/
theorem energy_balance_iff {m d : ι → ℝ} (hm : ∀ k, 0 < m k) (hd : d ≠ 0)
    (v : ι → ℝ) (D x : ℝ) :
    kineticEnergy m (rescale m d v x) = kineticEnergy m v - D ↔
      (couplingRate v d + x * couplingNorm m d) ^ 2 =
        couplingRate v d ^ 2 - 2 * couplingNorm m d * D := by
  have hA := couplingNorm_pos hm hd
  rw [kineticEnergy_rescale hm]
  constructor
  · intro h
    linear_combination 2 * couplingNorm m d * h
  · intro h
    -- the completed square is the energy balance multiplied by `2 A`
    have h2 : 2 * couplingNorm m d ≠ 0 := by positivity
    apply mul_left_cancel₀ h2
    linear_combination h

/-- When `B² ≥ 2 A D`, the kicks that lower the kinetic energy by `D` are
`x = (-B ± √(B² - 2 A D)) / A`. -/
theorem energy_balance_solutions {m d : ι → ℝ} (hm : ∀ k, 0 < m k) (hd : d ≠ 0)
    (v : ι → ℝ) (D x : ℝ)
    (hD : 2 * couplingNorm m d * D ≤ couplingRate v d ^ 2) :
    kineticEnergy m (rescale m d v x) = kineticEnergy m v - D ↔
      x = (-couplingRate v d + √(couplingRate v d ^ 2 - 2 * couplingNorm m d * D))
          / couplingNorm m d ∨
      x = (-couplingRate v d - √(couplingRate v d ^ 2 - 2 * couplingNorm m d * D))
          / couplingNorm m d := by
  have hA := (couplingNorm_pos hm hd).ne'
  have hs := Real.sq_sqrt (sub_nonneg.mpr hD)
  rw [energy_balance_iff hm hd, eq_div_iff hA, eq_div_iff hA]
  constructor
  · intro h
    rcases sq_eq_sq_iff_eq_or_eq_neg.mp (h.trans hs.symm) with h1 | h1
    · left; linarith
    · right; linarith
  · rintro (h | h)
    · rw [h]; linear_combination hs
    · rw [h]; linear_combination hs

/-- A kick along the coupling vector that lowers the kinetic energy by exactly `D` exists
if and only if `B² ≥ 2 A D`; the kick `x = -2 B / A` conserves the kinetic energy and
reverses the projection `B`. -/
theorem hop_allowed_iff_and_reversal {m d : ι → ℝ} (hm : ∀ k, 0 < m k) (hd : d ≠ 0)
    (v : ι → ℝ) (D : ℝ) :
    ((∃ x, kineticEnergy m (rescale m d v x) = kineticEnergy m v - D) ↔
      2 * couplingNorm m d * D ≤ couplingRate v d ^ 2) ∧
    kineticEnergy m (rescale m d v (-2 * couplingRate v d / couplingNorm m d)) =
      kineticEnergy m v ∧
    couplingRate (rescale m d v (-2 * couplingRate v d / couplingNorm m d)) d =
      -couplingRate v d := by
  have hA := (couplingNorm_pos hm hd).ne'
  have hx : -2 * couplingRate v d / couplingNorm m d * couplingNorm m d =
      -2 * couplingRate v d := div_mul_cancel₀ _ hA
  refine ⟨⟨?_, ?_⟩, ?_, ?_⟩
  · -- a square cannot be negative
    rintro ⟨x, h⟩
    have h1 := (energy_balance_iff hm hd v D x).mp h
    have h2 := sq_nonneg (couplingRate v d + x * couplingNorm m d)
    linarith
  · intro h
    exact ⟨_, (energy_balance_solutions hm hd v D _ h).mpr (Or.inl rfl)⟩
  · -- the reversal is an energy balance with zero gap
    have h0 := (energy_balance_iff hm hd v 0
      (-2 * couplingRate v d / couplingNorm m d)).mpr (by rw [hx]; ring)
    rw [h0, sub_zero]
  · rw [couplingRate_rescale, hx]
    ring

/-- The only kicks along the coupling vector that conserve the kinetic energy are
`x = 0` and `x = -2 B / A`. -/
theorem kineticEnergy_conserved_iff {m d : ι → ℝ} (hm : ∀ k, 0 < m k) (hd : d ≠ 0)
    (v : ι → ℝ) (x : ℝ) :
    kineticEnergy m (rescale m d v x) = kineticEnergy m v ↔
      x = 0 ∨ x = -2 * couplingRate v d / couplingNorm m d := by
  have hA := (couplingNorm_pos hm hd).ne'
  rw [kineticEnergy_rescale hm, eq_div_iff hA]
  constructor
  · intro h
    -- the energy change factorises as `x (x A + 2 B) / 2`
    have h1 : x * (x * couplingNorm m d + 2 * couplingRate v d) = 0 := by
      linear_combination 2 * h
    rcases mul_eq_zero.mp h1 with h2 | h2
    · exact Or.inl h2
    · right; linarith
  · rintro (h | h)
    · rw [h]; ring
    · linear_combination x / 2 * h

end

end SurfaceHoppingRescaling
```

```lean
#print axioms SurfaceHoppingRescaling.hop_allowed_iff_and_reversal
-- 'SurfaceHoppingRescaling.hop_allowed_iff_and_reversal' depends on axioms: [propext, Classical.choice, Quot.sound]
#print axioms SurfaceHoppingRescaling.kineticEnergy_conserved_iff
-- 'SurfaceHoppingRescaling.kineticEnergy_conserved_iff' depends on axioms: [propext, Classical.choice, Quot.sound]
```

## How the proof follows the algebra

`kineticEnergy_rescale` is the expansion of $T(x)$. The `simp only` step unfolds the definitions and gathers the right side into a single sum. `Finset.sum_congr` then reduces the claim to one index $k$, where `field_simp` clears the mass from the denominator and `ring` compares the polynomials. `couplingRate_rescale` reduces $B(x)=B+xA$ to one index in the same way, and there `ring` alone is enough.

`couplingNorm_pos` proves $A>0$ by the argument given above. From `d ≠ 0` it extracts an index with a nonzero component, and `Finset.sum_pos'` combines that strictly positive term with the non-negative rest.

`energy_balance_iff` completes the square. In the forward direction, `linear_combination` multiplies the energy equation by $2A$ and checks that the completed square results. In the backward direction, `mul_left_cancel₀` removes the factor $2A$, and this is where $A>0$ is used.

`energy_balance_solutions` takes the square root. The assumed inequality makes the radicand non-negative, so `Real.sq_sqrt` can replace it by the square of its root. Two real numbers with equal squares are equal or opposite, which gives the two cases, and `linarith` rearranges each into the stated formula. The converse substitutes each root into the completed square.

The main theorem then assembles these results:

1. If a kick exists, the completed square equals $B^2-2AD$. A square is non-negative, and `linarith` yields the inequality.
2. If the inequality holds, the root with the plus sign serves as the required kick.
3. For the reversal, the energy balance is applied with gap zero. There it asks for $(B-2B)^2=B^2$, which `ring` confirms.
4. The new projection follows from `couplingRate_rescale`, since $B+xA=B-2B$.

`kineticEnergy_conserved_iff` uses the factorised form. The energy equation, multiplied by two, becomes $x(xA+2B)=0$, and `mul_eq_zero` splits it into the two possible kicks.

## The same test in a surface-hopping code

In trajectory surface hopping with classical nuclei and random hops, including simulations of charge carriers that hop between molecules, this calculation can be used once the stochastic step has proposed a change of electronic state. A routine that adjusts velocities along a nonzero coupling vector can proceed as follows:

1. Compute $A$, $B$ and $D$ at the current geometry.
2. Form the discriminant $B^2-2AD$.
3. If it is negative, reject the hop, which is then called frustrated. Depending on the chosen convention, leave the velocities as they are or apply $x=-2B/A$.
4. Otherwise accept the hop, choose a root and update every velocity by $x\,d_k/m_k$.

A common choice is the root of smaller magnitude, which disturbs the velocities least. For $B>0$ it is the root with the plus sign, and for $B<0$ the one with the minus sign. The new projection is $\pm\sqrt{B^2-2AD}$ with the same sign, so this choice never reverses the motion along $d$.

When $|D|$ is much smaller than $B^2/(2A)$, the formula for this root subtracts two nearly equal numbers. For $B\neq0$ the equivalent form

$$x=\frac{-2D}{B+\operatorname{sgn}(B)\sqrt{B^2-2AD}}$$

avoids the loss of digits.

The overall sign of a computed coupling vector is arbitrary, because it depends on the phases of the electronic states. Replacing $d$ by $-d$ changes the sign of $B$ and leaves $A$ alone, so the test is unaffected. For $B\ne0$, the root of smaller magnitude also changes sign, and the updated velocities are the same.

Some codes rescale the whole velocity vector when no coupling vector is available. This corresponds to $d_k=m_kv_k$, for which $A=B=2T$. For nonzero velocities the condition becomes $D\le T$: all of the kinetic energy is then available to the hop, so this choice can accept hops that the test along the true coupling vector would refuse.

For checking an implementation, the energy balance gives a direct test. After an accepted hop, the recomputed kinetic energy should equal the old value minus $D$ to within rounding. After a reversal it should equal the old value, and the recomputed $B$ should be minus its old value, again to within rounding.
